# The squared cyclotron mass of an ellipsoidal valley lies between the smallest and largest products of two principal masses

## How does the cyclotron mass follow from the three principal masses?

Let an ellipsoidal valley have principal masses $m_0, m_1, m_2 > 0$, and write vectors in the principal-axis frame. Let $B$ be the magnetic field multiplied by the carrier charge, so that a carrier with velocity $v$ obeys $\dot v = M^{-1}(v\times B)$ with $M=\mathrm{diag}(m_0,m_1,m_2)$.

I know the claim that the carrier rotates with

$$\omega^2=\frac{m_0B_0^2+m_1B_1^2+m_2B_2^2}{m_0m_1m_2},$$

and that the cyclotron mass $m_c=|B|/\omega$ therefore depends on the field direction unless the three masses are equal. I would like to see this derived from the characteristic polynomial of the equation of motion, together with bounds on $\omega^2$ that hold for every direction. Can it be made rigorous and checked in Lean, including the fact that $\omega$ really is the frequency of a motion?

## Yes: the frequency comes from a 3×3 determinant

### The characteristic polynomial

Call the matrix of the equation of motion $G$, so that $\dot v=Gv$. Dividing the components of $v\times B$ by the masses gives

$$G=\begin{pmatrix}0&B_2/m_0&-B_1/m_0\\-B_2/m_1&0&B_0/m_1\\B_1/m_2&-B_0/m_2&0\end{pmatrix}.$$

Expanding $\det(x-G)$ along the first row gives

$$x\Big(x^2+\frac{B_0^2}{m_1m_2}\Big)+\frac{B_2}{m_0}\Big(\frac{B_2x}{m_1}-\frac{B_0B_1}{m_1m_2}\Big)+\frac{B_1}{m_0}\Big(\frac{B_0B_2}{m_1m_2}+\frac{B_1x}{m_2}\Big).$$

The two terms in $B_0B_1B_2$ cancel, which leaves $x(x^2+\omega^2)$ with

$$\omega^2=\frac{B_0^2}{m_1m_2}+\frac{B_1^2}{m_0m_2}+\frac{B_2^2}{m_0m_1}.$$

Over the common denominator $m_0m_1m_2$ this is the formula in the question. Each field component is divided by the product of the two masses transverse to it.

### Bounds for every field direction

Let $P_{\min}$ and $P_{\max}$ be the smallest and largest of $m_0m_1$, $m_0m_2$, $m_1m_2$. Replacing all three denominators by $P_{\max}$ can only lower the sum, and replacing them by $P_{\min}$ can only raise it:

$$\frac{|B|^2}{P_{\max}}\le\omega^2\le\frac{|B|^2}{P_{\min}}.$$

For $B\ne0$ at least one term of $\omega^2$ is positive, so $\omega>0$ and $m_c^2=|B|^2/\omega^2$. Rearranging the bounds gives $P_{\min}\le m_c^2\le P_{\max}$. For a field along the third axis only $B_2$ survives, and $m_c^2=m_0m_1$.

### The motion with this frequency

By Cayley–Hamilton, $G^3=-\omega^2G$. For $B\neq0$ and initial velocity $v_0$, a vector, set

$$v(t)=v_0+\frac{\sin\omega t}{\omega}\,Gv_0+\frac{1-\cos\omega t}{\omega^2}\,G^2v_0.$$

Then $v(0)=v_0$ and $\dot v=\cos(\omega t)\,Gv_0+\frac{\sin\omega t}{\omega}G^2v_0$. On the other side,

$$Gv=Gv_0+\frac{\sin\omega t}{\omega}G^2v_0-(1-\cos\omega t)\,Gv_0,$$

which is the same vector. The time dependence enters only through $\sin\omega t$ and $\cos\omega t$, so the velocity repeats after $2\pi/\omega$.

### Numbers for a valley with masses 1, 1, 4

In consistent units take $m=(1,1,4)$ and $B=(0,6,4)$. Then

$$\omega^2=\frac{1\cdot36+4\cdot16}{4}=25,\qquad \omega=5,\qquad |B|^2=52.$$

The pair products are $1,4,4$, and indeed $52/4=13\le25\le52$. The cyclotron mass satisfies $m_c^2=52/25=2.08$, so $m_c\approx1.44$, between $1$ and $2$.

### A negative mass can destroy the rotation

Positivity of the masses matters. Take $m=(1,-1,1)$, as at a saddle point of a band, and $B=(0,0,1)$. The equations become $\dot v_0=v_1$, $\dot v_1=v_0$, $\dot v_2=0$, where $v_0,v_1,v_2$ are now components. They have the solution $(e^t,e^t,0)$, which grows without bound. The formula gives $\omega^2=-1$, while $|B|^2/P_{\max}=1$, so the lower bound fails as well.

### What the Lean statements say

The masses and the field are functions `m B : Fin 3 → ℝ`, with components numbered 0, 1, 2 as above. The hypothesis `hm : ∀ i, 0 < m i` states that the carrier's energy has a minimum with finite, positive curvature along each axis (for holes, this is a maximum of the electron band), and `hB : B ≠ 0` that a field is present. Because `B` contains the charge, electrons and positively charged carriers are treated together.

| Lean | Physics |
|---|---|
| `cyclotronMatrix m B` | $G$ |
| `fieldSq B` | $\lvert B\rvert^2$ |
| `freqSq m B`, `freq m B` | $\omega^2$, $\omega$ |
| `cyclotronMass m B` | $m_c=\lvert B\rvert/\omega$ |
| `lightPair m`, `heavyPair m` | $P_{\min}$, $P_{\max}$ |
| `orbit m B v₀ t` | $v(t)$ |

The theorems state the following.

- `cyclotronMatrix_mulVec` identifies the action of the explicit matrix with $v\times B$ divided by the masses.
- `cyclotronMatrix_charpoly` is the identity $X(X^2+\omega^2)$ between polynomials, and `freqSq_bounds` gives the two bounds on $\omega^2$. Both include $B=0$.
- `cyclotron_motion` says that, in a nonzero field, $\omega>0$ and the orbit starts at `v₀`, solves the equation of motion at every real time and has period $2\pi/\omega$. This need not be the least period: a velocity parallel to $B$ is constant.
- `cyclotronMass_sq_bounds` bounds $m_c^2$ in a nonzero field, and `cyclotronMass_sq_axis` gives its exact value for a field along the third axis.

The equation of motion is the starting point and is not derived from a band structure. It describes one carrier in a parabolic valley, in a static uniform field, without scattering or an electric field. Landau quantisation is absent, and so is the definition of the cyclotron mass through the area of an orbit in momentum space. Within this collisionless, parabolic model, the result turns principal masses from a band-structure calculation into a cyclotron mass for any field direction.

```lean
import Mathlib

open Matrix

namespace CyclotronMass

noncomputable section

/-- The matrix of `v ↦ M⁻¹ (v × B)` for nonzero principal masses `m 0, m 1, m 2`;
`B` is the magnetic field times the carrier charge. -/
def cyclotronMatrix (m B : Fin 3 → ℝ) : Matrix (Fin 3) (Fin 3) ℝ :=
  !![0, B 2 / m 0, -(B 1 / m 0);
     -(B 2 / m 1), 0, B 0 / m 1;
     B 1 / m 2, -(B 0 / m 2), 0]

/-- The squared length of the field. -/
def fieldSq (B : Fin 3 → ℝ) : ℝ := ∑ i, B i ^ 2

/-- The squared cyclotron frequency `(∑ mᵢ Bᵢ²) / (m₀ m₁ m₂)`, for positive masses. -/
def freqSq (m B : Fin 3 → ℝ) : ℝ := (∑ i, m i * B i ^ 2) / (m 0 * m 1 * m 2)

/-- The cyclotron frequency, for positive masses. -/
def freq (m B : Fin 3 → ℝ) : ℝ := Real.sqrt (freqSq m B)

/-- The cyclotron mass `|B| / ω`, for positive masses and a nonzero field. -/
def cyclotronMass (m B : Fin 3 → ℝ) : ℝ := Real.sqrt (fieldSq B) / freq m B

/-- The largest product of two principal masses. -/
def heavyPair (m : Fin 3 → ℝ) : ℝ := max (m 0 * m 1) (max (m 0 * m 2) (m 1 * m 2))

/-- The smallest product of two principal masses. -/
def lightPair (m : Fin 3 → ℝ) : ℝ := min (m 0 * m 1) (min (m 0 * m 2) (m 1 * m 2))

/-- The velocity at time `t` of a carrier with initial velocity `v₀`, for positive masses
and a nonzero field. -/
def orbit (m B v₀ : Fin 3 → ℝ) (t : ℝ) : Fin 3 → ℝ :=
  v₀ + ((Real.sin (freq m B * t) / freq m B) • (cyclotronMatrix m B *ᵥ v₀) +
    ((1 - Real.cos (freq m B * t)) / freq m B ^ 2) •
      (cyclotronMatrix m B *ᵥ (cyclotronMatrix m B *ᵥ v₀)))

/-- The cyclotron matrix sends a velocity to the Lorentz force `v × B` divided, component by
component, by the principal masses. -/
theorem cyclotronMatrix_mulVec (m B v : Fin 3 → ℝ) :
    cyclotronMatrix m B *ᵥ v = fun i => (crossProduct v B) i / m i := by
  ext i
  fin_cases i <;>
    simp [cyclotronMatrix, cross_apply, Matrix.mulVec, dotProduct, Fin.sum_univ_three] <;> ring

/-- The characteristic polynomial of the cyclotron matrix is `X (X² + ω²)`. -/
theorem cyclotronMatrix_charpoly (m B : Fin 3 → ℝ) (hm : ∀ i, 0 < m i) :
    (cyclotronMatrix m B).charpoly =
      Polynomial.X * (Polynomial.X ^ 2 + Polynomial.C (freqSq m B)) := by
  have h0 := (hm 0).ne'
  have h1 := (hm 1).ne'
  have h2 := (hm 2).ne'
  -- two real polynomials agree if they agree at every real number
  apply Polynomial.funext
  intro x
  have hM : Matrix.scalar (Fin 3) x - cyclotronMatrix m B =
      !![x, -(B 2 / m 0), B 1 / m 0;
         B 2 / m 1, x, -(B 0 / m 1);
         -(B 1 / m 2), B 0 / m 2, x] := by
    ext i j
    fin_cases i <;> fin_cases j <;> simp [cyclotronMatrix]
  rw [Matrix.eval_charpoly, hM, Matrix.det_fin_three]
  simp only [Matrix.of_apply, Matrix.cons_val', Matrix.cons_val, Matrix.cons_val_zero,
    Matrix.cons_val_one, Matrix.cons_val_fin_one, Polynomial.eval_mul, Polynomial.eval_add,
    Polynomial.eval_pow, Polynomial.eval_X, Polynomial.eval_C, freqSq, Fin.sum_univ_three]
  field_simp
  ring

/-- The squared cyclotron frequency lies between `|B|²` over the largest and `|B|²` over the
smallest product of two principal masses. -/
theorem freqSq_bounds (m B : Fin 3 → ℝ) (hm : ∀ i, 0 < m i) :
    fieldSq B / heavyPair m ≤ freqSq m B ∧ freqSq m B ≤ fieldSq B / lightPair m := by
  have h0 := hm 0
  have h1 := hm 1
  have h2 := hm 2
  -- each field component is weighted by the two masses transverse to it
  have hs : freqSq m B =
      B 0 ^ 2 / (m 1 * m 2) + B 1 ^ 2 / (m 0 * m 2) + B 2 ^ 2 / (m 0 * m 1) := by
    simp only [freqSq, Fin.sum_univ_three]
    field_simp
  have hl : 0 < lightPair m :=
    lt_min (mul_pos h0 h1) (lt_min (mul_pos h0 h2) (mul_pos h1 h2))
  have a1 : m 0 * m 1 ≤ heavyPair m := le_max_left _ _
  have a2 : m 0 * m 2 ≤ heavyPair m := (le_max_left _ _).trans (le_max_right _ _)
  have a3 : m 1 * m 2 ≤ heavyPair m := (le_max_right _ _).trans (le_max_right _ _)
  have b1 : lightPair m ≤ m 0 * m 1 := min_le_left _ _
  have b2 : lightPair m ≤ m 0 * m 2 := (min_le_right _ _).trans (min_le_left _ _)
  have b3 : lightPair m ≤ m 1 * m 2 := (min_le_right _ _).trans (min_le_right _ _)
  rw [hs, fieldSq, Fin.sum_univ_three, add_div, add_div, add_div, add_div]
  constructor
  · exact add_le_add (add_le_add
      (div_le_div_of_nonneg_left (sq_nonneg _) (mul_pos h1 h2) a3)
      (div_le_div_of_nonneg_left (sq_nonneg _) (mul_pos h0 h2) a2))
      (div_le_div_of_nonneg_left (sq_nonneg _) (mul_pos h0 h1) a1)
  · exact add_le_add (add_le_add
      (div_le_div_of_nonneg_left (sq_nonneg _) hl b3)
      (div_le_div_of_nonneg_left (sq_nonneg _) hl b2))
      (div_le_div_of_nonneg_left (sq_nonneg _) hl b1)

/-- In a nonzero field the squared cyclotron frequency is positive. -/
theorem freqSq_pos (m B : Fin 3 → ℝ) (hm : ∀ i, 0 < m i) (hB : B ≠ 0) :
    0 < freqSq m B := by
  obtain ⟨i, hi⟩ := Function.ne_iff.mp hB
  have hi' : B i ≠ 0 := hi
  refine div_pos (Finset.sum_pos' (fun j _ => mul_nonneg (hm j).le (sq_nonneg _))
    ⟨i, Finset.mem_univ i, mul_pos (hm i) (by positivity)⟩) ?_
  exact mul_pos (mul_pos (hm 0) (hm 1)) (hm 2)

/-- The cube of the cyclotron matrix is `-ω²` times the matrix itself. -/
theorem cyclotronMatrix_cube (m B : Fin 3 → ℝ) (hm : ∀ i, 0 < m i) :
    cyclotronMatrix m B ^ 3 = -(freqSq m B • cyclotronMatrix m B) := by
  -- Cayley-Hamilton
  have h := Matrix.aeval_self_charpoly (cyclotronMatrix m B)
  rw [cyclotronMatrix_charpoly m B hm] at h
  simp only [map_mul, map_add, map_pow, Polynomial.aeval_X, Polynomial.aeval_C,
    Algebra.algebraMap_eq_smul_one, mul_add, mul_smul_comm, mul_one] at h
  calc cyclotronMatrix m B ^ 3 = cyclotronMatrix m B * cyclotronMatrix m B ^ 2 :=
        pow_succ' _ 2
    _ = _ := eq_neg_of_add_eq_zero_left h

/-- In a nonzero field `ω` is positive, and the orbit starts at `v₀`, solves
`v' = M⁻¹ (v × B)` and repeats after the time `2π/ω`. -/
theorem cyclotron_motion (m B v₀ : Fin 3 → ℝ) (hm : ∀ i, 0 < m i) (hB : B ≠ 0) :
    0 < freq m B ∧ orbit m B v₀ 0 = v₀ ∧
    (∀ t, HasDerivAt (orbit m B v₀) (cyclotronMatrix m B *ᵥ orbit m B v₀ t) t) ∧
    Function.Periodic (orbit m B v₀) (2 * Real.pi / freq m B) := by
  have hp := freqSq_pos m B hm hB
  have hw : 0 < freq m B := Real.sqrt_pos.2 hp
  have hsq : freq m B ^ 2 = freqSq m B := Real.sq_sqrt hp.le
  have hne := hw.ne'
  refine ⟨hw, by simp [orbit], fun t => ?_, fun t => ?_⟩
  · have h0 : HasDerivAt (fun s : ℝ => freq m B * s) (freq m B) t := by
      simpa using (hasDerivAt_id' t).const_mul (freq m B)
    have h1 : HasDerivAt (fun s => Real.sin (freq m B * s) / freq m B)
        (Real.cos (freq m B * t)) t :=
      (h0.sin.div_const (freq m B)).congr_deriv (by field_simp)
    have h2 : HasDerivAt (fun s => (1 - Real.cos (freq m B * s)) / freq m B ^ 2)
        (Real.sin (freq m B * t) / freq m B) t :=
      ((h0.cos.const_sub 1).div_const (freq m B ^ 2)).congr_deriv (by
        rw [neg_mul, neg_neg]
        field_simp)
    have h : HasDerivAt (orbit m B v₀) _ t :=
      ((h1.smul_const (cyclotronMatrix m B *ᵥ v₀)).fun_add
        (h2.smul_const (cyclotronMatrix m B *ᵥ (cyclotronMatrix m B *ᵥ v₀)))).const_add v₀
    refine h.congr_deriv ?_
    -- the third power of the matrix folds back to the first
    have h3 : cyclotronMatrix m B *ᵥ (cyclotronMatrix m B *ᵥ (cyclotronMatrix m B *ᵥ v₀)) =
        -(freq m B ^ 2 • (cyclotronMatrix m B *ᵥ v₀)) := by
      rw [Matrix.mulVec_mulVec, Matrix.mulVec_mulVec, ← pow_two, ← pow_succ,
        cyclotronMatrix_cube m B hm, Matrix.neg_mulVec, Matrix.smul_mulVec, hsq]
    simp only [orbit, Matrix.mulVec_add, Matrix.mulVec_smul]
    rw [h3, smul_neg, smul_smul, div_mul_cancel₀ _ (pow_ne_zero 2 hne)]
    module
  · have h : freq m B * (t + 2 * Real.pi / freq m B) = freq m B * t + 2 * Real.pi := by
      field_simp
    simp only [orbit, h, Real.sin_add_two_pi, Real.cos_add_two_pi]

/-- The squared cyclotron mass is `|B|² / ω²`. -/
theorem cyclotronMass_sq (m B : Fin 3 → ℝ) (hm : ∀ i, 0 < m i) :
    cyclotronMass m B ^ 2 = fieldSq B / freqSq m B := by
  have hf : 0 ≤ fieldSq B := Finset.sum_nonneg fun i _ => sq_nonneg _
  have hw : 0 ≤ freqSq m B :=
    div_nonneg (Finset.sum_nonneg fun i _ => mul_nonneg (hm i).le (sq_nonneg _))
      (mul_pos (mul_pos (hm 0) (hm 1)) (hm 2)).le
  rw [cyclotronMass, freq, div_pow, Real.sq_sqrt hf, Real.sq_sqrt hw]

/-- In a nonzero field the squared cyclotron mass lies between the smallest and the largest
product of two principal masses. -/
theorem cyclotronMass_sq_bounds (m B : Fin 3 → ℝ) (hm : ∀ i, 0 < m i) (hB : B ≠ 0) :
    lightPair m ≤ cyclotronMass m B ^ 2 ∧ cyclotronMass m B ^ 2 ≤ heavyPair m := by
  have hw := freqSq_pos m B hm hB
  have hl : 0 < lightPair m := lt_min (mul_pos (hm 0) (hm 1))
    (lt_min (mul_pos (hm 0) (hm 2)) (mul_pos (hm 1) (hm 2)))
  have hh : 0 < heavyPair m := lt_of_lt_of_le (mul_pos (hm 0) (hm 1)) (le_max_left _ _)
  obtain ⟨h1, h2⟩ := freqSq_bounds m B hm
  rw [div_le_iff₀ hh] at h1
  rw [le_div_iff₀ hl] at h2
  rw [cyclotronMass_sq m B hm, le_div_iff₀ hw, div_le_iff₀ hw]
  constructor <;> linarith

/-- For a nonzero field along the third principal axis the squared cyclotron mass is the
product of the two transverse masses. -/
theorem cyclotronMass_sq_axis (m : Fin 3 → ℝ) (b : ℝ) (hm : ∀ i, 0 < m i) (hb : b ≠ 0) :
    cyclotronMass m ![0, 0, b] ^ 2 = m 0 * m 1 := by
  have h0 := (hm 0).ne'
  have h1 := (hm 1).ne'
  have h2 := (hm 2).ne'
  have hf : fieldSq ![0, 0, b] = b ^ 2 := by
    simp [fieldSq, Fin.sum_univ_three]
  have hw : freqSq m ![0, 0, b] = m 2 * b ^ 2 / (m 0 * m 1 * m 2) := by
    simp [freqSq, Fin.sum_univ_three]
  rw [cyclotronMass_sq m _ hm, hf, hw]
  field_simp

end

end CyclotronMass
```

```lean
#print axioms CyclotronMass.cyclotronMatrix_mulVec
#print axioms CyclotronMass.cyclotron_motion
#print axioms CyclotronMass.cyclotronMass_sq_bounds
#print axioms CyclotronMass.cyclotronMass_sq_axis
```

```
'CyclotronMass.cyclotronMatrix_mulVec' depends on axioms: [propext, Classical.choice, Quot.sound]
'CyclotronMass.cyclotron_motion' depends on axioms: [propext, Classical.choice, Quot.sound]
'CyclotronMass.cyclotronMass_sq_bounds' depends on axioms: [propext, Classical.choice, Quot.sound]
'CyclotronMass.cyclotronMass_sq_axis' depends on axioms: [propext, Classical.choice, Quot.sound]
```

### How the proofs follow the derivation

In `cyclotronMatrix_charpoly`, `Polynomial.funext` reduces the equality of two real polynomials to equality at every real $x$. The auxiliary statement `hM` writes out $x-G$, `Matrix.det_fin_three` expands its determinant, and `field_simp` followed by `ring` clears the masses and performs the cancellation of the $B_0B_1B_2$ terms.

In `freqSq_bounds`, `hs` is the splitting of $\omega^2$ into three fractions. The facts `a1` to `a3` and `b1` to `b3` compare each pair product with the largest and the smallest. The lemma `div_le_div_of_nonneg_left` then changes one denominator at a time, and `add_le_add` sums the inequalities.

The lemma `freqSq_pos` picks a nonzero component of $B$, which makes the weighted sum positive. `cyclotronMatrix_cube` inserts the characteristic polynomial into Mathlib's Cayley–Hamilton theorem, `Matrix.aeval_self_charpoly`, and solves for the cube.

The proof of `cyclotron_motion` differentiates the two time-dependent coefficients in `h1` and `h2`. The step `h3` applies $G^3=-\omega^2G$ to the initial velocity, after which `module` matches the coefficients of $Gv_0$ and $G^2v_0$ on both sides. Periodicity follows from the $2\pi$-periodicity of sine and cosine.

For the mass, `cyclotronMass_sq` removes the square roots, using that both radicands are nonnegative. `cyclotronMass_sq_bounds` multiplies out the denominators in the frequency bounds and rearranges them with `linarith`. For the axial field, `cyclotronMass_sq_axis` evaluates $|B|^2=b^2$ and $\omega^2=m_2b^2/(m_0m_1m_2)$, and `field_simp` reduces their quotient to $m_0m_1$.
